# Static condensation of massless coordinates is exact when their block is invertible

A coordinate without mass is represented here by zeros in the mass matrix. The coordinates fall into two finite sets, massive ones with amplitudes $x$ and massless ones with amplitudes $y$, and

$$
H=\begin{pmatrix}A&B\\B^\dagger&D\end{pmatrix},\qquad
S=\begin{pmatrix}M&0\\0&0\end{pmatrix}.
$$

The zeros say two things: the second set has no inertia of its own, and no inertial coupling to the first. As soon as there is a massless coordinate, $S$ is singular, so the problem can't be turned into an ordinary eigenvalue problem by multiplying with $S^{-1}$. An energy $E$ therefore counts as a solution when some nonzero $v$ satisfies $Hv=E\,Sv$.

In harmonic lattice dynamics with finitely many coordinates, $H$ is the force-constant matrix, $E$ is the squared frequency, and the massless coordinates can be the electronic shells of a polarisable-ion model. Eliminating the shells then leaves the harmonic frequencies unchanged, provided that the shell block $D$ is invertible. Below, $H$ is called the Hamiltonian and $E$ an energy throughout; in this application the words stand for the force-constant matrix and the squared frequency, and for a real displacement $v$ the form $v^\dagger Hv$ is twice the harmonic potential energy.

In Lean the two sets are index types `m` and `n`, and the combined set is their disjoint sum `m ⊕ n`. All entries are complex.

```lean
import Mathlib

open Matrix
open scoped ComplexOrder

namespace MasslessCondensation

noncomputable section

variable {m n : Type*} [Fintype m] [Fintype n] [DecidableEq m] [DecidableEq n]
```

The Hamiltonian is assembled from its blocks. The lower left block is always the conjugate transpose of $B$, but $A$ and $D$ are arbitrary square matrices, so $H$ is Hermitian only if they are.

```lean
/-- The Hamiltonian with massive block `A`, massless block `D` and coupling `B`. -/
def fullH (A : Matrix m m ℂ) (B : Matrix m n ℂ) (D : Matrix n n ℂ) :
    Matrix (m ⊕ n) (m ⊕ n) ℂ :=
  fromBlocks A B Bᴴ D
```

The mass matrix has $M$ in one corner and zeros elsewhere. Nothing is assumed about $M$, neither positivity nor invertibility.

```lean
/-- The mass matrix `diag(M, 0)`: the second set of coordinates carries no mass. -/
def fullS (M : Matrix m m ℂ) : Matrix (m ⊕ n) (m ⊕ n) ℂ :=
  fromBlocks M 0 0 0
```

Eliminating $y$ will produce the condensed Hamiltonian $K=A-BD^{-1}B^\dagger$, which acts on the massive coordinates alone.

```lean
/-- The condensed Hamiltonian `A - B D⁻¹ Bᴴ` on the massive coordinates. -/
def condensed (A : Matrix m m ℂ) (B : Matrix m n ℂ) (D : Matrix n n ℂ) :
    Matrix m m ℂ :=
  A - B * D⁻¹ * Bᴴ
```

The last definition is the static response $y_0(x)=-D^{-1}B^\dagger x$, the value that the massless coordinates take when they follow the massive ones without delay.

```lean
/-- The static response `-D⁻¹ Bᴴ x` of the massless coordinates to the massive ones. -/
def response (B : Matrix m n ℂ) (D : Matrix n n ℂ) (x : m → ℂ) : n → ℂ :=
  -(D⁻¹ *ᵥ (Bᴴ *ᵥ x))
```

## (a) The massless row contains no energy

Write $Hv=E\,Sv$ for $v=(x,y)$ as two equations, one for each set of coordinates.

Multiplying out the blocks gives

$$
Hv=\begin{pmatrix}Ax+By\\B^\dagger x+Dy\end{pmatrix},\qquad
E\,Sv=\begin{pmatrix}E\,Mx\\0\end{pmatrix}.
$$

The equation is thus equivalent to the pair

$$
Ax+By=E\,Mx,\qquad B^\dagger x+Dy=0 .
$$

The second equation is a static balance of forces, and $E$ is absent from it. No invertibility is needed yet.

In the code, `Sum.elim x y` is the stacked vector $(x,y)$ and `*ᵥ` is the product of a matrix with a vector. The proof multiplies out the blocks with `fromBlocks_mulVec` and then compares components, those with index `Sum.inl i` for the massive row and those with `Sum.inr j` for the massless row.

```lean
omit [DecidableEq m] [DecidableEq n] in
/-- The generalized eigenvalue equation splits into a massive row and a massless row,
and the massless row does not contain the energy. -/
theorem block_equations (A M : Matrix m m ℂ) (B : Matrix m n ℂ) (D : Matrix n n ℂ)
    (E : ℂ) (x : m → ℂ) (y : n → ℂ) :
    fullH A B D *ᵥ Sum.elim x y = E • (fullS M *ᵥ Sum.elim x y) ↔
      A *ᵥ x + B *ᵥ y = E • (M *ᵥ x) ∧ Bᴴ *ᵥ x + D *ᵥ y = 0 := by
  simp only [fullH, fullS, fromBlocks_mulVec, Sum.elim_comp_inl, Sum.elim_comp_inr,
    zero_mulVec, add_zero]
  constructor
  · intro h
    exact ⟨funext fun i => by simpa using congrFun h (Sum.inl i),
      funext fun j => by simpa using congrFun h (Sum.inr j)⟩
  · rintro ⟨h1, h2⟩
    ext (i | j)
    · simpa using congrFun h1 i
    · simpa using congrFun h2 j
```

## (b) The massless coordinates follow statically

Let $D$ be invertible. Show that $(x,y)$ solves the full problem at $E$ exactly when $y=y_0(x)$ and $Kx=E\,Mx$.

By (a), the massless row reads $Dy=-B^\dagger x$. Multiplying by $D^{-1}$ gives $y=-D^{-1}B^\dagger x=y_0(x)$, and multiplying this by $D$ leads back to the row, so the two statements are equivalent. With this $y$ the left side of the massive row becomes

$$
Ax+By_0(x)=Ax-BD^{-1}B^\dagger x=Kx ,
$$

and the row turns into $Kx=E\,Mx$. Each step can be reversed.

The hypothesis `IsUnit D.det` says that $\det D\neq0$. Physically, the massless coordinates have a unique equilibrium for every fixed position of the massive ones. In the proof, `hrow` is the equivalence for the massless row and `hK` is the substitution into the massive row; the last lines combine them in both directions.

```lean
omit [DecidableEq m] in
/-- For invertible `D`, a vector `(x, y)` solves the full problem at energy `E` exactly when
`y` is the static response to `x` and `x` solves the condensed problem at the same `E`. -/
theorem mode_iff (A M : Matrix m m ℂ) (B : Matrix m n ℂ) (D : Matrix n n ℂ)
    (hD : IsUnit D.det) (E : ℂ) (x : m → ℂ) (y : n → ℂ) :
    fullH A B D *ᵥ Sum.elim x y = E • (fullS M *ᵥ Sum.elim x y) ↔
      y = response B D x ∧ condensed A B D *ᵥ x = E • (M *ᵥ x) := by
  have hDi : ∀ v : n → ℂ, D *ᵥ (D⁻¹ *ᵥ v) = v := fun v => by
    rw [mulVec_mulVec, mul_nonsing_inv _ hD, one_mulVec]
  have hiD : ∀ v : n → ℂ, D⁻¹ *ᵥ (D *ᵥ v) = v := fun v => by
    rw [mulVec_mulVec, nonsing_inv_mul _ hD, one_mulVec]
  -- the massless row fixes the massless coordinates
  have hrow : Bᴴ *ᵥ x + D *ᵥ y = 0 ↔ y = response B D x := by
    constructor
    · intro h
      have h' : D *ᵥ y = -(Bᴴ *ᵥ x) := eq_neg_of_add_eq_zero_right h
      rw [← hiD y, h', mulVec_neg, response]
    · intro h
      rw [h, response, mulVec_neg, hDi, add_neg_cancel]
  -- inserting the response into the massive row gives the condensed Hamiltonian
  have hK : A *ᵥ x + B *ᵥ response B D x = condensed A B D *ᵥ x := by
    simp only [response, condensed, mulVec_neg, sub_mulVec, mulVec_mulVec,
      Matrix.mul_assoc]
    exact (sub_eq_add_neg _ _).symm
  rw [block_equations, hrow]
  constructor
  · rintro ⟨h1, h2⟩
    exact ⟨h2, by rw [← hK, ← h2, h1]⟩
  · rintro ⟨h1, h2⟩
    exact ⟨by rw [h1, hK, h2], h1⟩
```

## (c) Both problems have the same energies

Let $D$ be invertible. Show that the full problem has a nonzero solution at $E$ if and only if the condensed problem has one.

Suppose that $v=(x,y)\neq0$ solves the full problem. By (b), $Kx=E\,Mx$ and $y=y_0(x)$. If $x$ were zero, then $y=-D^{-1}B^\dagger 0=0$ as well, and $v$ would vanish. Hence $x\neq0$, and $x$ is a solution of the condensed problem. Conversely, if $x\neq0$ solves the condensed problem, then $(x,y_0(x))$ solves the full one by (b), and it is nonzero because its first part is.

The Lean proof takes the same two steps. It first writes an arbitrary `v` on `m ⊕ n` as `Sum.elim x y`, so that `mode_iff` applies.

```lean
omit [DecidableEq m] in
/-- For invertible `D`, the full and the condensed problem have nonzero solutions at the
same energies. -/
theorem same_energies (A M : Matrix m m ℂ) (B : Matrix m n ℂ) (D : Matrix n n ℂ)
    (hD : IsUnit D.det) (E : ℂ) :
    (∃ v : m ⊕ n → ℂ, v ≠ 0 ∧ fullH A B D *ᵥ v = E • (fullS M *ᵥ v)) ↔
      ∃ x : m → ℂ, x ≠ 0 ∧ condensed A B D *ᵥ x = E • (M *ᵥ x) := by
  constructor
  · rintro ⟨v, hv, h⟩
    obtain ⟨x, y, rfl⟩ : ∃ x y, v = Sum.elim x y :=
      ⟨_, _, (Sum.elim_comp_inl_inr v).symm⟩
    obtain ⟨hy, hx⟩ := (mode_iff A M B D hD E x y).1 h
    refine ⟨x, fun h0 => hv ?_, hx⟩
    -- without massive amplitude the response vanishes too
    rw [hy, h0]
    ext (i | j) <;> simp [response]
  · rintro ⟨x, hx, h⟩
    exact ⟨Sum.elim x (response B D x),
      fun h0 => hx (funext fun i => congrFun h0 (Sum.inl i)),
      (mode_iff A M B D hD E x _).2 ⟨rfl, h⟩⟩
```

## (d) The secular determinant factorises

Let $D$ be invertible. Show that for every complex $E$

$$
\det(H-E\,S)=\det D\;\det(K-E\,M).
$$

Since $S$ is zero outside its first block, $E$ enters only there. With $P=A-E\,M$,

$$
H-E\,S=\begin{pmatrix}P&B\\B^\dagger&D\end{pmatrix}
=\begin{pmatrix}1&BD^{-1}\\0&1\end{pmatrix}
\begin{pmatrix}P-BD^{-1}B^\dagger&0\\B^\dagger&D\end{pmatrix}.
$$

The product is confirmed block by block: the upper left entry is $P-BD^{-1}B^\dagger+BD^{-1}B^\dagger=P$, the upper right one is $BD^{-1}D=B$, and the lower row is copied. Both factors are block triangular. The first has determinant $1$, the second $\det(P-BD^{-1}B^\dagger)\det D$. Finally

$$
P-BD^{-1}B^\dagger=A-E\,M-BD^{-1}B^\dagger=K-E\,M .
$$

For one coordinate of each kind, with $a$, $b$, $d$ for the entries of $A$, $B$, $D$ and with $M$ a number, this is $(a-EM)d-|b|^2=d\,(a-|b|^2/d-EM)$.

The factor $\det D$ is a nonzero constant. As polynomials in $E$, the two secular determinants therefore have the same roots with the same multiplicities, unless both vanish identically. If the second set did carry a mass matrix $N$, the block to be inverted would be $D-E\,N$, and the condensed Hamiltonian would in general depend on $E$ itself.

```lean
/-- For invertible `D` and every complex `E`, the secular determinant is `det D` times the secular
determinant of the condensed problem. -/
theorem det_condensation (A M : Matrix m m ℂ) (B : Matrix m n ℂ) (D : Matrix n n ℂ)
    (hD : IsUnit D.det) (E : ℂ) :
    (fullH A B D - E • fullS M).det = D.det * (condensed A B D - E • M).det := by
  -- the energy enters only the massive block
  have hblock : fullH A B D - E • fullS M = fromBlocks (A - E • M) B Bᴴ D := by
    ext (i | i) (j | j) <;> simp [fullH, fullS]
  let := invertibleOfIsUnitDet D hD
  unfold condensed
  rw [hblock, det_fromBlocks₂₂, invOf_eq_nonsing_inv, sub_right_comm]
```

The proof turns on Mathlib's `det_fromBlocks₂₂`, the Schur complement formula for the lower right block. It takes the place of the triangular factorisation above, which the file therefore doesn't carry out. The lemma doesn't accept the hypothesis `IsUnit D.det` directly. It asks for an instance of `Invertible D`, which is a piece of data: a specific matrix, written `⅟D`, together with proofs that it inverts $D$ from both sides. The line `let := invertibleOfIsUnitDet D hD` builds this instance from the determinant condition and makes it available to the rewriting that follows.

The formula then comes out with `⅟D`, while `condensed` is defined with `D⁻¹`, and `invOf_eq_nonsing_inv` identifies the two. What remains is the order of the two subtractions in $A-E\,M-BD^{-1}B^\dagger$, which `sub_right_comm` exchanges. The only matrix computation that this proof does itself is `hblock`, the statement that $E$ enters the first block alone.

## (e) Completing the square in the energy

Let $D$ be Hermitian and invertible. Show that for all $x$ and $y$, with $v=(x,y)$,

$$
v^\dagger Hv=x^\dagger Kx+(y-y_0(x))^\dagger D\,(y-y_0(x)).
$$

Put $w=D^{-1}B^\dagger x$, so that $y_0(x)=-w$ and $Dw=B^\dagger x$. Because $D$ is Hermitian, every $u$ satisfies

$$
w^\dagger Du=(Dw)^\dagger u=(B^\dagger x)^\dagger u=x^\dagger Bu .
$$

The quadratic term in the deviation $y+w$ is therefore

$$
(y+w)^\dagger D(y+w)=y^\dagger Dy+y^\dagger B^\dagger x+x^\dagger By+x^\dagger Bw ,
$$

while $x^\dagger Kx=x^\dagger Ax-x^\dagger Bw$. In the sum the terms $x^\dagger Bw$ cancel, which leaves

$$
x^\dagger Ax+x^\dagger By+y^\dagger B^\dagger x+y^\dagger Dy=v^\dagger Hv .
$$

In Lean, `star a ⬝ᵥ b` is $a^\dagger b$. The steps `hDw` and `hadj` are the two properties of $w$ used above, and `ring` carries out the cancellation once all products have been expanded. The vectors are not normalised.

```lean
omit [DecidableEq m] in
/-- For Hermitian invertible `D`, the energy form is the condensed energy form plus the
`D`-form of the deviation of the massless coordinates from their static response. -/
theorem energy_split (A : Matrix m m ℂ) (B : Matrix m n ℂ) (D : Matrix n n ℂ)
    (hH : D.IsHermitian) (hD : IsUnit D.det) (x : m → ℂ) (y : n → ℂ) :
    star (Sum.elim x y) ⬝ᵥ (fullH A B D *ᵥ Sum.elim x y) =
      star x ⬝ᵥ (condensed A B D *ᵥ x) +
        star (y - response B D x) ⬝ᵥ (D *ᵥ (y - response B D x)) := by
  obtain ⟨w, hw⟩ : ∃ w, w = D⁻¹ *ᵥ (Bᴴ *ᵥ x) := ⟨_, rfl⟩
  have hDw : D *ᵥ w = Bᴴ *ᵥ x := by
    rw [hw, mulVec_mulVec, mul_nonsing_inv _ hD, one_mulVec]
  -- the adjoint form of the static equation
  have hadj : ∀ v : n → ℂ, star w ⬝ᵥ (D *ᵥ v) = star x ⬝ᵥ (B *ᵥ v) := by
    intro v
    have h := congrArg star hDw
    rw [star_mulVec, star_mulVec, conjTranspose_conjTranspose, hH.eq] at h
    rw [Matrix.dotProduct_mulVec, Matrix.dotProduct_mulVec, h]
  have hww : star w ⬝ᵥ (Bᴴ *ᵥ x) = star x ⬝ᵥ (B *ᵥ w) := by rw [← hDw, hadj]
  have hK : condensed A B D *ᵥ x = A *ᵥ x - B *ᵥ w := by
    simp only [hw, condensed, sub_mulVec, mulVec_mulVec, Matrix.mul_assoc]
  have hr : y - response B D x = y + w := by rw [response, ← hw, sub_neg_eq_add]
  have hstar : star (Sum.elim x y) = Sum.elim (star x) (star y) := by
    ext (i | j) <;> rfl
  have hsum : ∀ (a c : m → ℂ) (b d : n → ℂ),
      Sum.elim a b ⬝ᵥ Sum.elim c d = a ⬝ᵥ c + b ⬝ᵥ d := by
    intro a c b d
    simp [dotProduct, Fintype.sum_sum_type]
  rw [hK, hr, hstar, fullH, fromBlocks_mulVec, Sum.elim_comp_inl, Sum.elim_comp_inr, hsum]
  simp only [star_add, mulVec_add, add_dotProduct, dotProduct_add, dotProduct_sub, hadj, hDw,
    hww]
  ring
```

## (f) The condensed energy is a minimum

Let $D$ be positive definite. Show that, at fixed $x$, the real part of $x^\dagger Kx$ is the least value of the real part of $v^\dagger Hv$ over all $y$.

A positive definite matrix is Hermitian and invertible, so (e) applies. The term $(y-y_0)^\dagger D(y-y_0)$ is never negative, hence

$$
\operatorname{Re}\,v^\dagger Hv\ \ge\ \operatorname{Re}\,x^\dagger Kx ,
$$

and at $y=y_0(x)$ the term vanishes and equality holds. Real parts appear because $A$ is not assumed Hermitian; if it is, both forms are real already.

This links condensation to the Rayleigh-Ritz principle for a finite set of coordinates with a stable massless block. When $x^\dagger Mx>0$, the Rayleigh quotient of the full problem is $v^\dagger Hv/x^\dagger Mx$, because $v^\dagger Sv=x^\dagger Mx$. Its denominator doesn't contain $y$, so for Hermitian $A$ its minimum over $y$ is $x^\dagger Kx/x^\dagger Mx$, the Rayleigh quotient of the condensed problem. For a $D$ that is invertible but not positive definite, (b) to (d) still hold, but the minimum property is not available.

`IsLeast` has two parts, and the proof treats them in turn: the value is attained, at `response B D x`, and it is a lower bound, by the positivity of the $D$-form.

```lean
omit [DecidableEq m] in
/-- For positive definite `D`, the real part of the condensed energy form at `x` is the least
value of the real part of the full energy form over all massless coordinates `y`. -/
theorem condensed_energy_isLeast (A : Matrix m m ℂ) (B : Matrix m n ℂ) (D : Matrix n n ℂ)
    (hD : D.PosDef) (x : m → ℂ) :
    IsLeast (Set.range fun y : n → ℂ =>
        (star (Sum.elim x y) ⬝ᵥ (fullH A B D *ᵥ Sum.elim x y)).re)
      (star x ⬝ᵥ (condensed A B D *ᵥ x)).re := by
  have hu : IsUnit D.det := isUnit_iff_ne_zero.mpr hD.det_pos.ne'
  constructor
  · -- the minimum is attained at the static response
    refine ⟨response B D x, ?_⟩
    simp only [energy_split A B D hD.isHermitian hu, sub_self, mulVec_zero,
      dotProduct_zero, add_zero]
  · rintro _ ⟨y, rfl⟩
    have h := (Complex.le_def.mp
      (hD.posSemidef.dotProduct_mulVec_nonneg (y - response B D x))).1
    simp only [energy_split A B D hD.isHermitian hu, Complex.add_re]
    rw [Complex.zero_re] at h
    linarith
```

## (g) With a vanishing massless block and unit coupling there are no modes

Take both sets equally large, with $D=0$ and $B=1$. Show that the full problem has only the zero solution, whatever $A$, $M$ and $E$ are.

By (a), the massless row is now $x+0\,y=0$, so $x=0$. The massive row $Ax+y=E\,Mx$ then gives $y=0$. The massless row no longer determines $y$. The massless coordinates act as Lagrange multipliers, and the constraint that they enforce freezes all motion.

This shows what the invertibility of $D$ is for. When there is at least one coordinate of each kind, $D=0$ has no inverse. Lean nevertheless assigns $0^{-1}=0$, so `condensed A 1 0` is just $A$. With $M=1$ the condensed problem would then report the eigenvalues of $A$ as energies, although the full problem has none.

```lean
/-- With a vanishing massless block `D = 0` and coupling `B = 1`, the full problem has no
nonzero solution at any energy. -/
theorem no_modes_of_zero_block (A M : Matrix n n ℂ) (E : ℂ) (x y : n → ℂ)
    (h : fullH A 1 0 *ᵥ Sum.elim x y = E • (fullS M *ᵥ Sum.elim x y)) :
    x = 0 ∧ y = 0 := by
  obtain ⟨h1, h2⟩ := (block_equations A M 1 0 E x y).1 h
  -- the massless row is now a constraint that freezes the massive coordinates
  have hx : x = 0 := by simpa using h2
  subst hx
  exact ⟨rfl, by simpa using h1⟩

end

end MasslessCondensation
```

```lean
#print axioms MasslessCondensation.same_energies
-- 'MasslessCondensation.same_energies' depends on axioms: [propext, Classical.choice, Quot.sound]
#print axioms MasslessCondensation.det_condensation
-- 'MasslessCondensation.det_condensation' depends on axioms: [propext, Classical.choice, Quot.sound]
#print axioms MasslessCondensation.condensed_energy_isLeast
-- 'MasslessCondensation.condensed_energy_isLeast' depends on axioms: [propext, Classical.choice, Quot.sound]
#print axioms MasslessCondensation.no_modes_of_zero_block
-- 'MasslessCondensation.no_modes_of_zero_block' depends on axioms: [propext, Classical.choice, Quot.sound]
```
